# An exponential bound on the spurious Knight shift from Fermi smearing of fixed levels

An insulator has no Pauli spin response at zero temperature, but a calculation with smeared occupations gives it one. The tails of the Fermi function reach across the gap, a small spin splitting then changes the occupations, and a Knight shift appears at the nucleus. Without an estimate of its size, this shift can be mistaken for a property of the material. For a metal on a finite k-point mesh the opposite trouble can occur: a single level that stays at the chemical potential, and has nonzero density at the nucleus, makes the computed response grow without limit as the smearing is reduced.

## The response and its bounds by hand

Let finitely many spin-degenerate levels have energies e_i, and let μ be the chemical potential. The smearing width T > 0 is in energy units, and the Fermi function is

f(x) = 1/(1 + exp(x/T)).

A spin splitting Δ moves the two spin states of level i to e_i ∓ Δ/2. With orbitals and μ held fixed, their occupations differ by −Δ f′(e_i − μ) to first order. Let w_i ≥ 0 be the density |ψ_i|² of the normalised orbital of level i at the nucleus, times its k-point weight. The response R is the difference between the densities of the two spin states at the nucleus, per unit splitting:

R = Σ w_i (−f′(e_i − μ)).

The splitting is proportional to the applied field, so the contact part of the Knight shift is proportional to R. The claim is that if |e_i − μ| ≥ g for all i, then

0 ≤ R ≤ (exp(−g/T)/T) Σ w_i.

Put y = exp(x/T). Then f = 1/(1 + y), 1 − f = y/(1 + y) and f′ = −(y/T)/(1 + y)², so

−T f′ = f(1 − f) = y/(1 + y)².

This expression is unchanged when y is replaced by 1/y. It therefore depends only on p = exp(−|x|/T):

−T f′ = p/(1 + p)².

Since 0 < p ≤ 1, the denominator lies between 1 and 4, and

p/4 ≤ −T f′ ≤ p.

For |e_i − μ| ≥ g, the upper bound gives −f′(e_i − μ) ≤ exp(−g/T)/T. Multiplying by w_i and summing proves the claim.

If g > 0, there is also a bound independent of T. With u = g/T, the inequality u ≤ exp(u − 1) gives

exp(−g/T)/T = u exp(−u)/g ≤ 1/(e g),

where e without an index is Euler's number. Equality holds at T = g.

In the other direction, suppose that one level j satisfies |e_j − μ| ≤ d. No term of R is negative, so the lower bound on the slope gives

R ≥ w_j exp(−d/T)/(4T).

A level exactly at μ has f(0) = 1/2 and contributes w_j/(4T). Hence R > M whenever 4MT < w_j, and for w_j > 0 the response diverges as T → 0 with the level kept at μ.

## Numbers from a smeared band-structure run

In a PAW calculation, the run supplies e_i, μ and T, and the reconstructed orbitals supply the densities at the nucleus that enter w_i. Take a gap of 1 eV with μ in the middle, so that g = 0.5 eV. At T = 0.1 eV the bound on R/Σ w_i is exp(−5)/0.1 ≈ 0.067 per eV. At T = 0.02 eV it is exp(−25)/0.02 ≈ 7 × 10⁻¹⁰ per eV. For this non-interacting response with fixed levels, the smearing width, the distance g and the total weight thus give an upper limit on the spurious response per unit splitting.

## The model in Lean

```lean
import Mathlib

open Finset

namespace SmearingKnightShift

noncomputable section
```

The Fermi function is defined explicitly, with `x` measured from the chemical potential.

```lean
/-- The Fermi occupation of a level at energy `x` relative to the chemical potential, with
smearing width `T ≠ 0` in energy units. -/
def fermi (T x : ℝ) : ℝ := 1 / (1 + Real.exp (x / T))
```

The finite type `ι` labels the levels, and `e`, `w` and `mu` are the energies, weights and chemical potential. `deriv` is Mathlib's derivative, so the slope formula has to be proved.

```lean
/-- The smeared spin response: each level `e i` contributes its weight `w i` times minus the
slope of the Fermi function (of width `T ≠ 0`) at that level. -/
def spinResponse {ι : Type*} [Fintype ι] (T mu : ℝ) (w e : ι → ℝ) : ℝ :=
  ∑ i, w i * (-deriv (fermi T) (e i - mu))
```

The definition starts from the first-order formula for R; the expansion in Δ belongs to the physical reading. Exchange enhancement, core polarisation and orbital response are left out, and the smearing is Fermi–Dirac only. Nonnegative weights stand for the direct contact coupling, which is proportional to a density. Since `mu` is a given number, a run in which μ moves with T needs g measured from the μ of that run.

## The slope of the Fermi function

The first theorem is T f′ = −f(1 − f). In its proof, `h1` differentiates the denominator and `h2` applies the quotient rule. The exponential is then renamed `y`, and `field_simp` and `ring` finish the algebra.

```lean
/-- For nonzero smearing width, the slope of the Fermi function times the width is minus the
product of the occupations of particle and hole. -/
theorem width_mul_deriv_fermi {T : ℝ} (hT : T ≠ 0) (x : ℝ) :
    T * deriv (fermi T) x = -(fermi T x * (1 - fermi T x)) := by
  have h1 : HasDerivAt (fun y : ℝ => 1 + Real.exp (y / T))
      (Real.exp (x / T) * (1 / T)) x :=
    (((hasDerivAt_id' x).div_const T).exp).const_add 1
  have hp : 1 + Real.exp (x / T) ≠ 0 := by positivity
  have h2 : HasDerivAt (fermi T)
      ((0 * (1 + Real.exp (x / T)) - 1 * (Real.exp (x / T) * (1 / T)))
        / (1 + Real.exp (x / T)) ^ 2) x :=
    (hasDerivAt_const x (1 : ℝ)).fun_div h1 hp
  rw [h2.deriv]
  unfold fermi
  generalize Real.exp (x / T) = y at hp ⊢
  field_simp
  ring
```

The two-sided estimate follows. The equation `key` is f(1 − f) = p/(1 + p)², proved separately for x ≥ 0 and x ≤ 0. `hp` and `hp1` state 0 < p ≤ 1, and the last two lines bound the denominator.

```lean
/-- For positive width `T`, minus the slope of the Fermi function times `T` lies between one
quarter of `exp (-|x| / T)` and `exp (-|x| / T)` itself. -/
theorem slope_bounds {T : ℝ} (hT : 0 < T) (x : ℝ) :
    Real.exp (-|x| / T) / 4 ≤ -(T * deriv (fermi T) x) ∧
      -(T * deriv (fermi T) x) ≤ Real.exp (-|x| / T) := by
  -- particle-hole symmetry: only the distance from the chemical potential matters
  have key : fermi T x * (1 - fermi T x)
      = Real.exp (-|x| / T) / (1 + Real.exp (-|x| / T)) ^ 2 := by
    unfold fermi
    have hy := Real.exp_pos (x / T)
    rcases le_total 0 x with h | h
    · rw [abs_of_nonneg h, neg_div, Real.exp_neg]
      generalize Real.exp (x / T) = y at hy ⊢
      field_simp
      ring
    · rw [abs_of_nonpos h, neg_neg]
      generalize Real.exp (x / T) = y at hy ⊢
      field_simp
      ring
  have hp := Real.exp_pos (-|x| / T)
  have hp1 : Real.exp (-|x| / T) ≤ 1 :=
    Real.exp_le_one_iff.2
      (div_nonpos_of_nonpos_of_nonneg (neg_nonpos.2 (abs_nonneg x)) hT.le)
  rw [width_mul_deriv_fermi hT.ne', neg_neg, key]
  generalize Real.exp (-|x| / T) = p at hp hp1 ⊢
  exact ⟨div_le_div_of_nonneg_left hp.le (by positivity) (by nlinarith),
    div_le_self hp.le (by nlinarith)⟩
```

Because p/4 is positive, the slope is strictly negative.

```lean
/-- For positive smearing width the Fermi function falls strictly at every energy. -/
theorem neg_slope_pos {T : ℝ} (hT : 0 < T) (x : ℝ) : 0 < -deriv (fermi T) x := by
  have h : 0 < T * (-deriv (fermi T) x) := by
    linarith [(slope_bounds hT x).1, Real.exp_pos (-|x| / T)]
  exact (mul_pos_iff_of_pos_left hT).1 h
```

## Levels away from the chemical potential

The main theorem has no hypothesis `0 ≤ g`: for negative g the bound is true but weak. Its first half sums nonnegative terms. In the second half, `h1` compares each level with one at distance g, `h2` divides by T, and `Finset.sum_le_sum` adds the levels.

```lean
variable {ι : Type*} [Fintype ι] {T mu : ℝ} {w e : ι → ℝ}

/-- **Bound on the spurious Knight shift.** If the weights are nonnegative and every level is at
least `g` away from the chemical potential, the spin response at width `T > 0` is nonnegative
and at most `exp (-g / T) / T` times the total weight. -/
theorem spinResponse_bound (hT : 0 < T) (hw : ∀ i, 0 ≤ w i) {g : ℝ}
    (hg : ∀ i, g ≤ |e i - mu|) :
    0 ≤ spinResponse T mu w e ∧
      spinResponse T mu w e ≤ Real.exp (-g / T) / T * ∑ i, w i := by
  constructor
  · exact Finset.sum_nonneg fun i _ => mul_nonneg (hw i) (neg_slope_pos hT _).le
  · unfold spinResponse
    rw [Finset.mul_sum]
    refine Finset.sum_le_sum fun i _ => ?_
    -- each level is suppressed at least as strongly as one at the gap edge
    have hi := hg i
    have h1 : Real.exp (-|e i - mu| / T) ≤ Real.exp (-g / T) := by gcongr
    have h2 : -deriv (fermi T) (e i - mu) ≤ Real.exp (-g / T) / T := by
      rw [le_div_iff₀ hT]
      linarith [(slope_bounds hT (e i - mu)).2]
    rw [mul_comm (Real.exp (-g / T) / T)]
    exact mul_le_mul_of_nonneg_left h2 (hw i)
```

For g > 0, the bound uniform in the width follows. `h1` is u ≤ exp(u − 1) with u = g/T, and `h4` turns it into the estimate of the prefactor.

```lean
/-- With nonnegative weights and all levels at least `g > 0` from the chemical potential, the spin
response at any width `T > 0` is at most the total weight divided by `exp 1 * g`. -/
theorem spinResponse_le_uniform (hT : 0 < T) (hw : ∀ i, 0 ≤ w i) {g : ℝ} (hg0 : 0 < g)
    (hg : ∀ i, g ≤ |e i - mu|) :
    spinResponse T mu w e ≤ 1 / (Real.exp 1 * g) * ∑ i, w i := by
  have h1 : g / T ≤ Real.exp (g / T - 1) := by
    linarith [Real.add_one_le_exp (g / T - 1)]
  have h2 : g ≤ Real.exp (g / T - 1) * T := (div_le_iff₀ hT).1 h1
  have h3 : Real.exp (-g / T) * Real.exp 1 * Real.exp (g / T - 1) = 1 := by
    rw [← Real.exp_add, ← Real.exp_add,
      show -g / T + 1 + (g / T - 1) = 0 by ring, Real.exp_zero]
  -- the prefactor `exp (-g / T) / T` is at most its value at `T = g`
  have h4 : Real.exp (-g / T) / T ≤ 1 / (Real.exp 1 * g) := by
    rw [div_le_div_iff₀ hT (by positivity)]
    calc Real.exp (-g / T) * (Real.exp 1 * g)
        ≤ Real.exp (-g / T) * (Real.exp 1 * (Real.exp (g / T - 1) * T)) := by gcongr
      _ = 1 * T := by linear_combination T * h3
  exact (spinResponse_bound hT hw hg).2.trans
    (mul_le_mul_of_nonneg_right h4 (Finset.sum_nonneg fun i _ => hw i))
```

## Levels near or at the chemical potential

For the lower bound, `h2` estimates the slope at level `j`, and `Finset.single_le_sum` says that one term of a nonnegative sum is at most the whole.

```lean
/-- With nonnegative weights and `T > 0`, a level `j` within `d` of the chemical potential forces
a spin response of at least `w j * exp (-d / T) / (4 * T)`. -/
theorem le_spinResponse (hT : 0 < T) (hw : ∀ i, 0 ≤ w i) {d : ℝ} (j : ι)
    (hj : |e j - mu| ≤ d) :
    w j * (Real.exp (-d / T) / (4 * T)) ≤ spinResponse T mu w e := by
  have h1 : Real.exp (-d / T) ≤ Real.exp (-|e j - mu| / T) := by gcongr
  have h2 : Real.exp (-d / T) / (4 * T) ≤ -deriv (fermi T) (e j - mu) := by
    rw [div_le_iff₀ (by positivity)]
    linarith [(slope_bounds hT (e j - mu)).1]
  -- the other levels can only add to the response
  exact (mul_le_mul_of_nonneg_left h2 (hw j)).trans
    (Finset.single_le_sum (f := fun i => w i * (-deriv (fermi T) (e i - mu)))
      (fun i _ => mul_nonneg (hw i) (neg_slope_pos hT _).le) (Finset.mem_univ j))
```

The contribution of a level at μ is stated as 4T times the contribution equals the weight `a`. At T = 0 the left side would vanish, so the equation would fail for every nonzero `a`. The proof inserts f(0) = 1/2 into the slope formula.

```lean
/-- For nonzero width `T`, the contribution of a level of weight `a` exactly at the chemical
potential, multiplied by `4 * T`, equals `a`. -/
theorem contribution_at_mu (hT : T ≠ 0) (a : ℝ) :
    4 * T * (a * (-deriv (fermi T) 0)) = a := by
  have h := width_mul_deriv_fermi hT 0
  have h0 : fermi T 0 = 1 / 2 := by norm_num [fermi]
  rw [h0] at h
  linear_combination (-4 * a) * h
```

The divergence is expressed by an explicit threshold: for M > 0, every positive width below w_j/(4M) gives a response above M. The proof is the lower bound with d = 0, followed by a rearrangement of the inequality.

```lean
/-- With nonnegative weights and a level `j` exactly at the chemical potential, the spin response
exceeds any given `M` for every width `T > 0` with `4 * M * T < w j`. -/
theorem spinResponse_exceeds (hT : 0 < T) (hw : ∀ i, 0 ≤ w i) (j : ι) (hj : e j = mu)
    {M : ℝ} (hM : 4 * M * T < w j) : M < spinResponse T mu w e := by
  have h := le_spinResponse (e := e) (mu := mu) (d := 0) hT hw j (by simp [hj])
  rw [neg_zero, zero_div, Real.exp_zero, mul_one_div] at h
  refine lt_of_lt_of_le ?_ h
  rw [lt_div_iff₀ (by positivity)]
  linarith

end

end SmearingKnightShift
```

```lean
#print axioms SmearingKnightShift.spinResponse_bound
#print axioms SmearingKnightShift.spinResponse_le_uniform
#print axioms SmearingKnightShift.contribution_at_mu
#print axioms SmearingKnightShift.spinResponse_exceeds
```

```
'SmearingKnightShift.spinResponse_bound' depends on axioms: [propext, Classical.choice, Quot.sound]
'SmearingKnightShift.spinResponse_le_uniform' depends on axioms: [propext, Classical.choice, Quot.sound]
'SmearingKnightShift.contribution_at_mu' depends on axioms: [propext, Classical.choice, Quot.sound]
'SmearingKnightShift.spinResponse_exceeds' depends on axioms: [propext, Classical.choice, Quot.sound]
```
